# Absolute Convergence of Cell-Grouped Inverse-Power Sums with Vanishing Charge Moments

The potential at the origin of a half-infinite row of identical cells, with all charges on one line through the origin, is an infinite sum. Whether it converges absolutely depends on what is counted as one term. Here a term is the potential of a whole cell. If single charges were the terms, absolute convergence would fail for the Coulomb power as soon as one charge is nonzero.

## From vanishing moments to a faster decay

Let a cell contain finitely many charges \(q_i\) at offsets \(x_i\ge 0\), in units of the lattice spacing and without the electrostatic prefactor. At distance \(t>0\) its potential and moments are

\[
V(t)=\sum_i \frac{q_i}{(t+x_i)^s},\qquad M_k=\sum_i q_i x_i^k ,
\]

where \(s>0\) and \(s=1\) is the Coulomb case. Suppose \(M_k=0\) for all \(k<m\), and \(s+m>1\). The claim is that \(\sum_{n\ge 0}|V(n+1)|\) converges. For \(m=0\) nothing is cancelled and the condition reads \(s>1\). For \(m\ge1\) the cell is neutral and every \(s>0\) is allowed; further vanishing moments speed up the decay.

Put \(c_k(s)=s(s+1)\cdots(s+k-1)/k!\), with \(c_0=1\), and let

\[
R_m(s,x)=(t+x)^{-s}-\sum_{k<m}(-1)^k c_k(s)\,x^k t^{-(s+k)}
\]

be the remainder after \(m\) terms. Since \((k+1)c_{k+1}(s)=s\,c_k(s+1)\), differentiating and shifting the index gives

\[
\begin{aligned}
\partial_x R_{m+1}(s,x)&=-s(t+x)^{-(s+1)}+s\sum_{k<m}(-1)^k c_k(s+1)x^k t^{-(s+1+k)}\\
&=-s\,R_m(s+1,x).
\end{aligned}
\]

This fixes the sign: \((-1)^mR_m(s,x)\ge0\) for all \(s>0\) and \(x\ge0\). For \(m=0\) the remainder is a positive power. If the sign is known for \(m\), then \((-1)^{m+1}R_{m+1}(s,x)\) has derivative \(s(-1)^mR_m(s+1,x)\ge0\) and vanishes at \(x=0\), so it is nonnegative. Splitting off one term now gives

\[
0\le(-1)^{m+1}R_{m+1}(s,x)=c_m(s)x^mt^{-(s+m)}-(-1)^mR_m(s,x),
\]

and hence \(|R_m(s,x)|\le c_m(s)x^mt^{-(s+m)}\).

In \(V(t)\) the expansion terms with \(k<m\) are multiplied by \(M_k=0\). Only remainders survive:

\[
|V(t)|=\Big|\sum_i q_iR_m(s,x_i)\Big|\le C\,t^{-(s+m)},\qquad C=c_m(s)\sum_i|q_i|x_i^m .
\]

Setting \(t=n+1\) and comparing with \(\sum_n(n+1)^{-(s+m)}\) proves the claim. Keeping one more term gives

\[
V(t)=(-1)^mc_m(s)M_m\,t^{-(s+m)}+\sum_iq_iR_{m+1}(s,x_i),
\]

whose last sum is in absolute value at most a constant times \(t^{-(s+m+1)}\). Therefore \(t^{s+m}V(t)\to(-1)^mc_m(s)M_m\).

The infinite binomial series need not cover every cell: it diverges when \(x_i>t\), which happens in the first cells if an offset exceeds 1. These finitely many cells do not affect convergence, but they would have to be treated separately. The remainder bound holds for every \(x_i\ge0\) and \(t>0\), so it covers all cells at once.

The same estimate controls truncation. Comparison with an integral gives, for \(N\ge1\),

\[
\sum_{n\ge N}|V(n+1)|\le \frac{C\,N^{1-s-m}}{s+m-1},
\]

a consequence drawn here by hand and not stated in the Lean code.

## Charges, moments and the cell potential in Lean

The finite type `ι` labels the charges in one cell.

```lean
import Mathlib

open Filter Topology

namespace MomentCancellation

noncomputable section

variable {ι : Type*} [Fintype ι]
```

The functions `q` and `x` give charges and offsets. Moments are taken about the cell origin, and `moment q x 0` is the total charge, because a zeroth power equals 1 even at offset zero.

```lean
/-- The `k`-th moment `∑ q_i x_i^k` of the charges `q_i` at the offsets `x_i`. -/
def moment (q x : ι → ℝ) (k : ℕ) : ℝ := ∑ i, q i * x i ^ k
```

The exponent `s` is real, so the power in `cellPotential` is a real power.

```lean
/-- The potential `∑ q_i / (t + x_i)^s` of one cell at distance `t`, for an inverse power law
with exponent `s`; its domain is `t + x_i > 0` for all `i`. -/
def cellPotential (q x : ι → ℝ) (s t : ℝ) : ℝ := ∑ i, q i / (t + x i) ^ s
```

The number \(c_k(s)\) is `multipoleCoeff s k`. It carries no sign; the alternating factor is written separately.

```lean
/-- The expansion coefficient `s (s+1) ⋯ (s+k-1) / k!` of the inverse power law. -/
def multipoleCoeff (s : ℝ) (k : ℕ) : ℝ :=
  (∏ j ∈ Finset.range k, (s + (j : ℝ))) / (Nat.factorial k : ℝ)
```

In `remainder s t m x`, the number `m` counts subtracted terms. Many textbooks index a Taylor remainder by the highest degree kept, which here is `m - 1` when `m` is positive.

```lean
/-- What is left of `(t + x)^(-s)` after the first `m` terms of its expansion in powers of `x`
are subtracted, for `t > 0` and `x ≥ 0`. -/
def remainder (s t : ℝ) (m : ℕ) (x : ℝ) : ℝ :=
  (t + x) ^ (-s) -
    ∑ k ∈ Finset.range m, (-1) ^ k * multipoleCoeff s k * x ^ k * t ^ (-(s + (k : ℝ)))
```

## Sign and size of the remainder

The coefficient identity comes from taking the first factor out of the product.

```lean
/-- The coefficients for the exponents `s` and `s + 1` are linked by
`(k + 1) c_{k+1}(s) = s c_k(s + 1)`. -/
theorem multipoleCoeff_succ (s : ℝ) (k : ℕ) :
    ((k : ℝ) + 1) * multipoleCoeff s (k + 1) = s * multipoleCoeff (s + 1) k := by
  have hp : ∏ j ∈ Finset.range k, (s + ((j + 1 : ℕ) : ℝ))
      = ∏ j ∈ Finset.range k, (s + 1 + (j : ℝ)) :=
    Finset.prod_congr rfl fun j _ => by push_cast; ring
  have h1 : (Nat.factorial k : ℝ) ≠ 0 := Nat.cast_ne_zero.2 (Nat.factorial_ne_zero k)
  have h2 : ((k : ℝ) + 1) * (Nat.factorial k : ℝ) ≠ 0 := mul_ne_zero (by positivity) h1
  unfold multipoleCoeff
  rw [Finset.prod_range_succ', hp, Nat.factorial_succ]
  simp only [Nat.cast_zero, add_zero, Nat.cast_mul, Nat.cast_add, Nat.cast_one]
  rw [mul_div_assoc', mul_div_assoc', div_eq_div_iff h2 h1]
  ring
```

The next lemma splits off one expansion term.

```lean
/-- Adding one more term to the expansion subtracts that term from the remainder. -/
theorem remainder_succ (s t : ℝ) (m : ℕ) (x : ℝ) :
    remainder s t (m + 1) x = remainder s t m x
      - (-1) ^ m * multipoleCoeff s m * x ^ m * t ^ (-(s + (m : ℝ))) := by
  unfold remainder
  rw [Finset.sum_range_succ]
  ring
```

For the derivative, `h1` is the power rule, `h2` differentiates the finite sum, and `h3` drops the constant term and shifts the index.

```lean
/-- For `t > 0` and `x ≥ 0`, the derivative in `x` of the remainder after `m + 1` terms is `-s`
times the remainder after `m` terms for the exponent `s + 1`. -/
theorem hasDerivAt_remainder {s t x : ℝ} (ht : 0 < t) (hx : 0 ≤ x) (m : ℕ) :
    HasDerivAt (remainder s t (m + 1)) (-s * remainder (s + 1) t m x) x := by
  have h1 : HasDerivAt (fun y : ℝ => (t + y) ^ (-s)) (-s * (t + x) ^ (-(s + 1))) x := by
    have h := ((hasDerivAt_id' x).const_add t).rpow_const (p := -s)
      (Or.inl (by positivity : t + x ≠ 0))
    refine h.congr_deriv ?_
    rw [show -(s + 1) = -s - 1 by ring]
    ring
  have h2 := HasDerivAt.fun_sum (u := Finset.range (m + 1)) fun k _ =>
    ((hasDerivAt_pow k x).const_mul ((-1) ^ k * multipoleCoeff s k)).mul_const
      (t ^ (-(s + (k : ℝ))))
  -- the constant term drops out and the others shift down by one
  have h3 : ∑ k ∈ Finset.range (m + 1), (-1) ^ k * multipoleCoeff s k *
      ((k : ℝ) * x ^ (k - 1)) * t ^ (-(s + (k : ℝ))) = -s * ∑ k ∈ Finset.range m,
      (-1) ^ k * multipoleCoeff (s + 1) k * x ^ k * t ^ (-(s + 1 + (k : ℝ))) := by
    rw [Finset.sum_range_succ', Finset.mul_sum]
    simp only [Nat.cast_zero, zero_mul, mul_zero, add_zero]
    refine Finset.sum_congr rfl fun k _ => ?_
    have hc := multipoleCoeff_succ s k
    rw [show -(s + ((k + 1 : ℕ) : ℝ)) = -(s + 1 + (k : ℝ)) by push_cast; ring,
      Nat.add_sub_cancel, Nat.cast_add, Nat.cast_one]
    linear_combination (-(-1 : ℝ) ^ k * x ^ k * t ^ (-(s + 1 + (k : ℝ)))) * hc
  refine (h1.fun_sub h2).congr_deriv ?_
  rw [h3, remainder]
  ring
```

The induction must hold for all exponents at once, since the step from `m` to `m + 1` uses the hypothesis at `s + 1`. This is why `s` is quantified inside the statement. The nonnegative derivative yields `hmono`, and `h0` supplies the zero starting value.

```lean
/-- For `s > 0`, `t > 0` and `x ≥ 0` the remainder after `m` terms has the sign `(-1)^m`
or vanishes. -/
theorem remainder_sign {t : ℝ} (ht : 0 < t) (m : ℕ) :
    ∀ {s x : ℝ}, 0 < s → 0 ≤ x → 0 ≤ (-1) ^ m * remainder s t m x := by
  induction m with
  | zero =>
    intro s x _ hx
    have h := Real.rpow_nonneg (add_nonneg ht.le hx) (-s)
    simpa [remainder] using h
  | succ m ih =>
    intro s x hs hx
    have hd : ∀ y : ℝ, 0 ≤ y → HasDerivAt (fun y => (-1) ^ (m + 1) * remainder s t (m + 1) y)
        (s * ((-1) ^ m * remainder (s + 1) t m y)) y := fun y hy =>
      ((hasDerivAt_remainder ht hy m).const_mul _).congr_deriv (by ring)
    -- the signed remainder starts at zero and increases with `x`
    have hmono : MonotoneOn (fun y => (-1) ^ (m + 1) * remainder s t (m + 1) y)
        (Set.Ici 0) := by
      apply monotoneOn_of_deriv_nonneg (convex_Ici 0)
      · exact fun y hy => (hd y hy).continuousAt.continuousWithinAt
      · intro y hy
        have hy' : 0 < y := by simpa using hy
        exact (hd y hy'.le).differentiableAt.differentiableWithinAt
      · intro y hy
        have hy' : 0 < y := by simpa using hy
        rw [(hd y hy'.le).deriv]
        exact mul_nonneg hs.le (ih (by linarith) hy'.le)
    have h0 : remainder s t (m + 1) 0 = 0 := by
      simp [remainder, Finset.sum_range_succ', multipoleCoeff]
    have h : (-1) ^ (m + 1) * remainder s t (m + 1) 0
        ≤ (-1) ^ (m + 1) * remainder s t (m + 1) x :=
      hmono (Set.mem_Ici.2 le_rfl) (Set.mem_Ici.2 hx) hx
    rwa [h0, mul_zero] at h
```

Two consecutive signs, `a` and `b`, enclose the signed remainder between zero and the first omitted term.

```lean
/-- For `s > 0`, `t > 0` and `x ≥ 0` the remainder is at most as large as the first omitted
term of the expansion. -/
theorem abs_remainder_le {s t x : ℝ} (hs : 0 < s) (ht : 0 < t) (hx : 0 ≤ x) (m : ℕ) :
    |remainder s t m x| ≤ multipoleCoeff s m * x ^ m * t ^ (-(s + (m : ℝ))) := by
  have a := remainder_sign ht m hs hx
  have b := remainder_sign ht (m + 1) hs hx
  have hsq : (-1 : ℝ) ^ m * (-1) ^ m = 1 := by rw [← mul_pow]; norm_num
  have habs : |remainder s t m x| = |(-1) ^ m * remainder s t m x| := by
    rw [abs_mul, abs_pow, abs_neg, abs_one, one_pow, one_mul]
  have e : (-1) ^ (m + 1) * remainder s t (m + 1) x
      = multipoleCoeff s m * x ^ m * t ^ (-(s + (m : ℝ))) - (-1) ^ m * remainder s t m x := by
    rw [remainder_succ, pow_succ]
    linear_combination (multipoleCoeff s m * x ^ m * t ^ (-(s + (m : ℝ)))) * hsq
  rw [habs, abs_of_nonneg a]
  linarith
```

## Summability and the leading multipole

The hypothesis `hM` states that all moments below order `m` vanish. Exchanging the two finite sums turns each expansion term into a multiple of a moment, which gives `hz`.

```lean
/-- If the moments below order `m` vanish, the potential of the cell at `t > 0` with offsets
`x_i ≥ 0` is the charge-weighted sum of the remainders after `m` terms. -/
theorem cellPotential_eq {q x : ι → ℝ} {s t : ℝ} {m : ℕ} (ht : 0 < t) (hx : ∀ i, 0 ≤ x i)
    (hM : ∀ k < m, moment q x k = 0) :
    cellPotential q x s t = ∑ i, q i * remainder s t m (x i) := by
  have hz : ∑ i, q i * ∑ k ∈ Finset.range m,
      (-1) ^ k * multipoleCoeff s k * x i ^ k * t ^ (-(s + (k : ℝ))) = 0 := by
    simp_rw [Finset.mul_sum]
    rw [Finset.sum_comm]
    refine Finset.sum_eq_zero fun k hk => ?_
    have h := hM k (Finset.mem_range.1 hk)
    unfold moment at h
    calc _ = ((-1) ^ k * multipoleCoeff s k * t ^ (-(s + (k : ℝ)))) * ∑ i, q i * x i ^ k := by
          rw [Finset.mul_sum]
          exact Finset.sum_congr rfl fun i _ => by ring
      _ = 0 := by rw [h, mul_zero]
  unfold cellPotential remainder
  simp_rw [mul_sub]
  rw [Finset.sum_sub_distrib, hz, sub_zero]
  refine Finset.sum_congr rfl fun i _ => ?_
  rw [Real.rpow_neg (add_nonneg ht.le (hx i)), div_eq_mul_inv]
```

The triangle inequality then produces the constant \(C\).

```lean
/-- For `s > 0`, `t > 0` and offsets `x_i ≥ 0`, the charge-weighted sum of remainders after `m`
terms is bounded by an explicit constant times `t^(-(s+m))`. -/
theorem abs_sum_remainder_le (q : ι → ℝ) {x : ι → ℝ} {s t : ℝ} (hs : 0 < s) (ht : 0 < t)
    (hx : ∀ i, 0 ≤ x i) (m : ℕ) :
    |∑ i, q i * remainder s t m (x i)|
      ≤ multipoleCoeff s m * (∑ i, |q i| * x i ^ m) * t ^ (-(s + (m : ℝ))) := by
  calc _ ≤ ∑ i, |q i * remainder s t m (x i)| := Finset.abs_sum_le_sum_abs _ _
    _ ≤ ∑ i, |q i| * (multipoleCoeff s m * x i ^ m * t ^ (-(s + (m : ℝ)))) :=
        Finset.sum_le_sum fun i _ => by
          rw [abs_mul]
          exact mul_le_mul_of_nonneg_left (abs_remainder_le hs ht (hx i) m) (abs_nonneg _)
    _ = _ := by
        rw [Finset.mul_sum, Finset.sum_mul]
        exact Finset.sum_congr rfl fun i _ => by ring
```

In the main theorem `n` runs over the natural numbers from zero, and the distance is `n + 1`. `Summable` applied to absolute values expresses absolute convergence; the value of the sum is not computed. The proof compares with the convergent series `hp` of inverse powers of `n + 1`.

```lean
/-- If the charges at offsets `x_i ≥ 0` have vanishing moments below order `m`, and `s > 0` and
`s + m > 1`, then the cell potentials at the integers `1, 2, 3, …` are absolutely summable. -/
theorem summable_abs_cellPotential {q x : ι → ℝ} {s : ℝ} {m : ℕ} (hs : 0 < s)
    (hx : ∀ i, 0 ≤ x i) (hM : ∀ k < m, moment q x k = 0) (hsm : 1 < s + m) :
    Summable fun n : ℕ => |cellPotential q x s ((n : ℝ) + 1)| := by
  have hp : Summable fun n : ℕ => ((n : ℝ) + 1) ^ (-(s + (m : ℝ))) := by
    have h := (summable_nat_add_iff 1).2
      (Real.summable_nat_rpow.2 (by linarith : -(s + (m : ℝ)) < -1))
    simpa only [Nat.cast_add, Nat.cast_one] using h
  refine Summable.of_nonneg_of_le (fun _ => abs_nonneg _) (fun n => ?_)
    (hp.mul_left (multipoleCoeff s m * ∑ i, |q i| * x i ^ m))
  have hn : (0 : ℝ) < (n : ℝ) + 1 := by positivity
  rw [cellPotential_eq hn hx hM]
  exact abs_sum_remainder_le q hs hn hx m
```

The limit is taken over real `t`. The proof isolates the leading term in `hsplit` and bounds the rest by a constant times \(t^{-1}\) after multiplication by \(t^{s+m}\).

```lean
/-- If the moments below order `m` vanish, `s > 0` and `x_i ≥ 0`, then `t^(s+m)` times the cell
potential tends to `(-1)^m s(s+1)⋯(s+m-1)/m!` times the `m`-th moment as `t → ∞`. -/
theorem tendsto_cellPotential {q x : ι → ℝ} {s : ℝ} {m : ℕ} (hs : 0 < s)
    (hx : ∀ i, 0 ≤ x i) (hM : ∀ k < m, moment q x k = 0) :
    Tendsto (fun t : ℝ => t ^ (s + (m : ℝ)) * cellPotential q x s t) atTop
      (𝓝 ((-1) ^ m * multipoleCoeff s m * moment q x m)) := by
  rw [tendsto_iff_norm_sub_tendsto_zero]
  have hlim : Tendsto (fun t : ℝ =>
      (multipoleCoeff s (m + 1) * ∑ i, |q i| * x i ^ (m + 1)) * t⁻¹) atTop (𝓝 0) := by
    have h := (tendsto_inv_atTop_zero (𝕜 := ℝ)).const_mul
      (multipoleCoeff s (m + 1) * ∑ i, |q i| * x i ^ (m + 1))
    rwa [mul_zero] at h
  refine squeeze_zero' (Eventually.of_forall fun _ => norm_nonneg _) ?_ hlim
  filter_upwards [eventually_gt_atTop (0 : ℝ)] with t ht
  have hT : t ^ (s + (m : ℝ)) * t ^ (-(s + (m : ℝ))) = 1 := by
    rw [← Real.rpow_add ht, add_neg_cancel, Real.rpow_zero]
  -- split off the leading multipole term
  have hsplit : ∑ i, q i * remainder s t (m + 1) (x i) = cellPotential q x s t
      - (-1) ^ m * multipoleCoeff s m * moment q x m * t ^ (-(s + (m : ℝ))) := by
    rw [cellPotential_eq ht hx hM, moment, Finset.mul_sum, Finset.sum_mul,
      ← Finset.sum_sub_distrib]
    refine Finset.sum_congr rfl fun i _ => ?_
    rw [remainder_succ]
    ring
  have e : t ^ (s + (m : ℝ)) * cellPotential q x s t
      - (-1) ^ m * multipoleCoeff s m * moment q x m
      = t ^ (s + (m : ℝ)) * ∑ i, q i * remainder s t (m + 1) (x i) := by
    rw [hsplit]
    linear_combination ((-1) ^ m * multipoleCoeff s m * moment q x m) * hT
  have h1 : t ^ (-(s + ((m + 1 : ℕ) : ℝ))) = t ^ (-(s + (m : ℝ))) * t⁻¹ := by
    rw [← Real.rpow_neg_one, ← Real.rpow_add ht]
    congr 1
    push_cast
    ring
  have hb := abs_sum_remainder_le q hs ht hx (m + 1)
  rw [h1] at hb
  rw [Real.norm_eq_abs, e, abs_mul, abs_of_pos (Real.rpow_pos_of_pos ht _)]
  refine (mul_le_mul_of_nonneg_left hb (Real.rpow_pos_of_pos ht _).le).trans (le_of_eq ?_)
  linear_combination
    ((multipoleCoeff s (m + 1) * ∑ i, |q i| * x i ^ (m + 1)) * t⁻¹) * hT
```

For charges \(1,-2,1\) at \(0,\tfrac12,1\), the hypotheses hold with \(m=2\). In the Coulomb case \(c_2(1)=1\) and \(M_2=\tfrac12\), so the limit theorem gives \(t^3V(t)\to\tfrac12\). In the row, the end charges of neighbouring cells fall on the same site and count together as one charge 2.

```lean
/-- The charges `1, -2, 1` at `0, 1/2, 1` have vanishing moments of order zero and one, and
second moment `1/2`. -/
theorem linear_quadrupole_witness :
    (∀ k < 2, moment ![1, -2, 1] ![0, 1 / 2, 1] k = 0) ∧
      moment ![1, -2, 1] ![0, 1 / 2, 1] 2 = 1 / 2 := by
  constructor
  · intro k hk
    interval_cases k <;> norm_num [moment, Fin.sum_univ_succ]
  · norm_num [moment, Fin.sum_univ_succ]

end

end MomentCancellation
```

```lean
#print axioms MomentCancellation.summable_abs_cellPotential
#print axioms MomentCancellation.tendsto_cellPotential
```

```
'MomentCancellation.summable_abs_cellPotential' depends on axioms: [propext, Classical.choice, Quot.sound]
'MomentCancellation.tendsto_cellPotential' depends on axioms: [propext, Classical.choice, Quot.sound]
```

For fixed charges on a half-line, these results bound the terms of the cell-by-cell lattice sum, and through the integral comparison above also the error made by cutting the sum off after \(N\) cells. The step to a three-dimensional crystal remains open here: there the potential depends on direction and the number of cells grows with distance, so the condition \(s+m>1\) does not carry over.
